# On finite grids, J(D) − aK(D) is positive semidefinite for all symmetric kernels with nonnegative entries and all real positive semidefinite D exactly when |a| ≤ 1

## One electron on two sites

Put one electron in an orbital spread equally over two sites. Charge on one site repels charge on the other with strength w > 0, and there is no interaction within a site. A mean-field calculation with exchange fraction a subtracts a times the exchange matrix K from the Coulomb matrix J. For which a is the resulting field never attractive, whatever orbital is placed in it?

The normalised orbital is (1, 1)/√2, so all four entries of its density matrix D are 1/2. Each site feels the potential w/2 of the charge on the other, and the exchange matrix couples the sites with strength w/2:

J = (w/2) [[1, 0], [0, 1]], K = (w/2) [[0, 1], [1, 0]].

The even combination (1, 1)/√2 and the odd combination (1, −1)/√2 are eigenvectors of J − aK, with eigenvalues

(w/2)(1 − a) and (w/2)(1 + a).

Both are nonnegative exactly when |a| ≤ 1. At a = 1 the even eigenvalue vanishes: the electron's repulsion from its own charge is cancelled by its own exchange. Negative a, which adds exchange with the reversed sign, is limited by the odd combination.

This example shows that |a| ≤ 1 is necessary. The same bound is also sufficient on every finite grid, for every symmetric kernel with nonnegative entries and every real positive semidefinite density matrix.

## What positivity says about orbital energies

If J − aK is positive semidefinite, adding it to a one-electron Hamiltonian cannot lower any orbital eigenvalue. In hybrid density-functional calculations this concerns the Coulomb and scaled exact-exchange terms, here represented on a finite grid and without the semilocal exchange-correlation potential. The name `hybrid` in the code refers to those two terms only.

The same D enters both J and K, which matters when a is compared with the exchange fraction α of a functional. If all electrons have one spin, a = α. In a closed-shell calculation written with the spin-summed density matrix, the exchange term carries an extra factor 1/2, so a = α/2 and full Hartree-Fock exchange is a = 1/2.

## The criterion and its Lean objects

The grid points themselves label the basis functions. With an interaction kernel v(x,y) and a density matrix D(x,y), the two matrices are

J(x,x) = Σ_y v(x,y) D(y,y), with J(x,y) = 0 for x ≠ y,

K(x,y) = v(x,y) D(x,y).

They are `coulomb v D` and `exchange v D`, and `hybrid v a D` is J − aK. The theorem `admissible_exchange_fraction_iff` says that, for a real number a, the following are equivalent:

- for every n, every symmetric real n × n kernel with nonnegative entries and every real positive semidefinite n × n matrix D, the matrix J(D) − aK(D) is positive semidefinite;
- |a| ≤ 1.

The grid is `Fin n`, `v.IsSymm` expresses the reciprocity of the interaction, and `∀ x y, 0 ≤ v x y` says that like charges never attract. `PosSemidef` means a symmetric matrix with a nonnegative quadratic form. The density matrix need not be idempotent or have a prescribed trace, and the kernel need not be positive semidefinite as a matrix.

When |a| > 1, the theorem says that some grid, kernel and density violate positivity, not that all do. A sharper statement, `fixed_kernel_iff`, holds the kernel fixed: if it is symmetric with nonnegative entries, zero diagonal and at least one positive entry, then varying D alone already gives the criterion |a| ≤ 1. Zero diagonal means no interaction within a grid point. With no condition on the diagonal this fixed-kernel statement would be false: on a single point with v = 1, the matrix is (1 − a)D, which is nonnegative for every a ≤ 1, however negative.

The theorem `hybrid_posSemidef_basis` carries sufficiency to any finite real basis set tabulated on the grid. Its two-electron integrals are then finite sums over grid points. Passing from these sums to exact integrals over continuous space with the kernel 1/r is a separate step, which the hypotheses do not supply.

## Sufficiency from pairs of points

Let D be real and positive semidefinite. Test it on a vector with amplitude s at x and t at y, adding the amplitudes if x = y. Since D is symmetric,

s² D(x,x) + 2st D(x,y) + t² D(y,y) ≥ 0. (1)

For a real vector c, the quadratic form of J − aK is

Q = Σ_x Σ_y v(x,y) [c(x)² D(y,y) − a c(x)c(y) D(x,y)].

Exchange the names x and y and use the symmetry of v and D. This gives

Q = Σ_x Σ_y v(x,y) [c(y)² D(x,x) − a c(x)c(y) D(x,y)].

The average of the two expressions is

Q = ½ Σ_x Σ_y v(x,y) B(a),

B(a) = c(x)² D(y,y) + c(y)² D(x,x) − 2a c(x)c(y) D(x,y).

The bracket is linear in a, so

B(a) = ½(1 + a) B(1) + ½(1 − a) B(−1).

By (1), B(1) ≥ 0 with s = c(y), t = −c(x), and B(−1) ≥ 0 with s = c(y), t = c(x). For |a| ≤ 1 both weights are nonnegative, hence B(a) ≥ 0. As v(x,y) ≥ 0, every term of Q is nonnegative. The matrix J − aK is also symmetric, so it is positive semidefinite.

For a basis set, let the columns of Φ hold the basis functions on the grid. A density matrix D in that basis becomes ΦDΦᵀ on the grid, which is again positive semidefinite. With M = J(ΦDΦᵀ) − aK(ΦDΦᵀ), the matrix in the basis is ΦᵀMΦ, and

cᵀ(ΦᵀMΦ)c = (Φc)ᵀM(Φc) ≥ 0.

## Necessity from one shared orbital

Take a symmetric kernel with zero diagonal and v(x,y) > 0 for some pair; then x ≠ y. Let D be the density of the normalised orbital with amplitude 1/√2 at x and at y and zero elsewhere. Since v(x,x) = v(y,y) = 0,

J(x,x) = J(y,y) = K(x,y) = v(x,y)/2,

K(x,x) = K(y,y) = 0.

The normalised even and odd combinations of x and y therefore give the values

½ v(x,y)(1 − a) and ½ v(x,y)(1 + a).

If J − aK is positive semidefinite, both are nonnegative, and division by v(x,y) > 0 yields −1 ≤ a ≤ 1. The remaining grid points play no part, because neither the density nor the test vectors reach them.

## Three sites in numbers

Let sites 1, 2, 3 form a chain with v(1,2) = 6, v(2,3) = 3 and no other interactions. The orbital (1, 1, 1)/√3 has D(x,y) = 1/3 throughout, so

J = diag(2, 3, 1), K = [[0, 2, 0], [2, 0, 1], [0, 1, 0]].

On the orbital itself the quadratic form is

(2 + 3 + 1)/3 − a(2·2 + 2·1)/3 = 2 − 2a.

This is 3/2 at a = 1/4, zero at a = 1 and −1/2 at a = 5/4. On the alternating vector (1, −1, 1)/√3 the form is 2 + 2a, which is −1/2 at a = −5/4.

For a = 1/4 and a general vector c, the pair formula gives

Q = 2[c(1)² + c(2)² − ½c(1)c(2)] + [c(2)² + c(3)² − ½c(2)c(3)],

and each bracket is nonnegative.

## The complete Lean file

```lean
import Mathlib

open Matrix

namespace HybridExchangeFraction

noncomputable section

variable {ι : Type*} [Fintype ι] [DecidableEq ι]

/-- The Coulomb matrix in the grid basis: the diagonal matrix of the classical potential
`∑ y, v x y * D y y` of the density. -/
def coulomb (v D : Matrix ι ι ℝ) : Matrix ι ι ℝ :=
  Matrix.diagonal fun x => ∑ y, v x y * D y y

/-- The exchange matrix in the grid basis, with entries `v x y * D x y`. -/
def exchange (v D : Matrix ι ι ℝ) : Matrix ι ι ℝ :=
  Matrix.of fun x y => v x y * D x y

/-- The Coulomb matrix minus `a` times the exchange matrix, both built from the same `D`. -/
def hybrid (v : Matrix ι ι ℝ) (a : ℝ) (D : Matrix ι ι ℝ) : Matrix ι ι ℝ :=
  coulomb v D - a • exchange v D

omit [Fintype ι] [DecidableEq ι] in
/-- A real positive semidefinite matrix is symmetric. -/
lemma symm_of_posSemidef {D : Matrix ι ι ℝ} (hD : D.PosSemidef) : D.IsSymm :=
  Matrix.IsSymm.ext fun i j => by simpa using hD.isHermitian.apply i j

/-- A real positive semidefinite matrix has a nonnegative quadratic form on vectors
supported on two grid points. -/
theorem two_point_nonneg {D : Matrix ι ι ℝ} (hD : D.PosSemidef) (x y : ι) (s t : ℝ) :
    0 ≤ s ^ 2 * D x x + 2 * s * t * D x y + t ^ 2 * D y y := by
  have h := hD.dotProduct_mulVec_nonneg (Pi.single x s + Pi.single y t)
  have hs : D y x = D x y := (symm_of_posSemidef hD).apply x y
  rw [star_trivial] at h
  simp only [Matrix.mulVec_add, add_dotProduct, dotProduct_add, single_dotProduct,
    Matrix.mulVec_single, Pi.smul_apply, Matrix.col_apply, op_smul_eq_mul, hs] at h
  linarith

/-- For a symmetric kernel and a symmetric density matrix, the quadratic form of the hybrid
matrix is half a sum over pairs of grid points, weighted by the kernel. -/
theorem hybrid_quadratic_form {v D : Matrix ι ι ℝ} (hv : v.IsSymm) (hD : D.IsSymm)
    (a : ℝ) (c : ι → ℝ) :
    c ⬝ᵥ (hybrid v a D *ᵥ c) = 1 / 2 * ∑ x, ∑ y, v x y *
      (c x ^ 2 * D y y + c y ^ 2 * D x x - 2 * a * c x * c y * D x y) := by
  have e1 : c ⬝ᵥ (hybrid v a D *ᵥ c) =
      ∑ x, ∑ y, v x y * (c x ^ 2 * D y y - a * c x * c y * D x y) := by
    simp only [hybrid, dotProduct, Matrix.sub_mulVec, Pi.sub_apply, coulomb,
      Matrix.mulVec_diagonal]
    refine Finset.sum_congr rfl fun x _ => ?_
    have hK : ((a • exchange v D) *ᵥ c) x = ∑ y, a * (v x y * D x y) * c y := rfl
    rw [hK, Finset.sum_mul, ← Finset.sum_sub_distrib, Finset.mul_sum]
    exact Finset.sum_congr rfl fun y _ => by ring
  -- exchange the names of the two grid points
  have e2 : ∑ x, ∑ y, v x y * (c x ^ 2 * D y y - a * c x * c y * D x y) =
      ∑ x, ∑ y, v x y * (c y ^ 2 * D x x - a * c x * c y * D x y) := by
    rw [Finset.sum_comm]
    refine Finset.sum_congr rfl fun x _ => Finset.sum_congr rfl fun y _ => ?_
    rw [hv.apply x y, hD.apply x y]
    ring
  have e3 : ∑ x, ∑ y, v x y *
        (c x ^ 2 * D y y + c y ^ 2 * D x x - 2 * a * c x * c y * D x y) =
      ∑ x, ∑ y, v x y * (c x ^ 2 * D y y - a * c x * c y * D x y) +
      ∑ x, ∑ y, v x y * (c y ^ 2 * D x x - a * c x * c y * D x y) := by
    rw [← Finset.sum_add_distrib]
    refine Finset.sum_congr rfl fun x _ => ?_
    rw [← Finset.sum_add_distrib]
    exact Finset.sum_congr rfl fun y _ => by ring
  rw [e1, e3]
  linarith [e2]

/-- For a symmetric kernel with nonnegative entries, a positive semidefinite density matrix and
an exchange fraction with `|a| ≤ 1`, the hybrid matrix is positive semidefinite. -/
theorem hybrid_posSemidef {v D : Matrix ι ι ℝ} (hv : v.IsSymm) (h0 : ∀ x y, 0 ≤ v x y)
    (hD : D.PosSemidef) {a : ℝ} (ha : |a| ≤ 1) : (hybrid v a D).PosSemidef := by
  have hS := symm_of_posSemidef hD
  obtain ⟨ha1, ha2⟩ := abs_le.mp ha
  refine Matrix.PosSemidef.of_dotProduct_mulVec_nonneg ?_ fun c => ?_
  · refine (Matrix.isHermitian_diagonal _).sub (Matrix.IsHermitian.ext fun i j => ?_)
    show star (a * (v j i * D j i)) = a * (v i j * D i j)
    rw [star_trivial, hv.apply i j, hS.apply i j]
  · rw [star_trivial, hybrid_quadratic_form hv hS]
    refine mul_nonneg (by norm_num) (Finset.sum_nonneg fun x _ => Finset.sum_nonneg fun y _ =>
      mul_nonneg (h0 x y) ?_)
    -- a convex combination of the cases a = 1 and a = -1
    have p := mul_nonneg (by linarith : 0 ≤ 1 + a) (two_point_nonneg hD x y (c y) (-c x))
    have q := mul_nonneg (by linarith : 0 ≤ 1 - a) (two_point_nonneg hD x y (c y) (c x))
    linarith

/-- The same holds in any finite real basis set: if the columns of `Φ` are basis functions on the
grid and `D` is a positive semidefinite density matrix in that basis, then the hybrid matrix in that
basis is positive semidefinite for `|a| ≤ 1` and a symmetric kernel with nonnegative entries. -/
theorem hybrid_posSemidef_basis {κ : Type*} [Fintype κ] {v : Matrix ι ι ℝ} (hv : v.IsSymm)
    (h0 : ∀ x y, 0 ≤ v x y) (Φ : Matrix ι κ ℝ) {D : Matrix κ κ ℝ} (hD : D.PosSemidef)
    {a : ℝ} (ha : |a| ≤ 1) : (Φᵀ * hybrid v a (Φ * D * Φᵀ) * Φ).PosSemidef := by
  rw [← Matrix.conjTranspose_eq_transpose_of_trivial Φ]
  exact (hybrid_posSemidef hv h0 (hD.mul_mul_conjTranspose_same Φ) ha).conjTranspose_mul_mul_same Φ

/-- Fix a symmetric kernel with zero diagonal and a positive entry. If the hybrid matrix is
positive semidefinite for every positive semidefinite density matrix, then `|a| ≤ 1`. -/
theorem abs_le_one_of_posSemidef {v : Matrix ι ι ℝ} (hv : v.IsSymm) (hdiag : ∀ x, v x x = 0)
    {x y : ι} (hxy : 0 < v x y) {a : ℝ}
    (H : ∀ D : Matrix ι ι ℝ, D.PosSemidef → (hybrid v a D).PosSemidef) : |a| ≤ 1 := by
  have hne : x ≠ y := by
    rintro rfl
    exact absurd (hdiag x) hxy.ne'
  -- an unnormalised orbital spread equally over the two points
  let u : ι → ℝ := fun z => if z = x ∨ z = y then 1 else 0
  have hu : (vecMulVec u u).PosSemidef := by
    simpa only [star_trivial] using Matrix.posSemidef_vecMulVec_self_star u
  have hd : ∀ (D : Matrix ι ι ℝ) (z : ι), hybrid v a D z z = ∑ w, v z w * D w w := by
    intro D z
    simp [hybrid, coulomb, exchange, hdiag]
  have ho : ∀ D : Matrix ι ι ℝ, hybrid v a D x y = -(a * (v x y * D x y)) := by
    intro D
    simp [hybrid, coulomb, exchange, hne]
  have hsx : ∑ w, v x w * vecMulVec u u w w = v x y := by
    rw [Finset.sum_eq_single y]
    · simp [u, vecMulVec_apply]
    · intro w _ hw
      by_cases h : w = x
      · simp [h, hdiag]
      · simp [u, vecMulVec_apply, h, hw]
    · simp
  have hsy : ∑ w, v y w * vecMulVec u u w w = v x y := by
    rw [Finset.sum_eq_single x]
    · simp [u, vecMulVec_apply, hv.apply x y]
    · intro w _ hw
      by_cases h : w = y
      · simp [h, hdiag]
      · simp [u, vecMulVec_apply, h, hw]
    · simp
  have huxy : vecMulVec u u x y = 1 := by simp [u, vecMulVec_apply]
  -- test on the even and the odd combination of the two points
  have p := two_point_nonneg (H _ hu) x y 1 1
  have q := two_point_nonneg (H _ hu) x y 1 (-1)
  rw [hd _ x, hd _ y, ho, hsx, hsy, huxy] at p q
  exact abs_le.mpr ⟨by nlinarith, by nlinarith⟩

/-- For one fixed symmetric kernel with nonnegative entries, zero diagonal and some positive
entry, the hybrid matrix is positive semidefinite for all positive semidefinite density matrices
exactly when `|a| ≤ 1`. -/
theorem fixed_kernel_iff {v : Matrix ι ι ℝ} (hv : v.IsSymm) (h0 : ∀ x y, 0 ≤ v x y)
    (hdiag : ∀ x, v x x = 0) {x y : ι} (hxy : 0 < v x y) (a : ℝ) :
    (∀ D : Matrix ι ι ℝ, D.PosSemidef → (hybrid v a D).PosSemidef) ↔ |a| ≤ 1 :=
  ⟨abs_le_one_of_posSemidef hv hdiag hxy, fun ha _ hD => hybrid_posSemidef hv h0 hD ha⟩

/-- The matrix `J(D) - a K(D)` is positive semidefinite for every finite grid, every symmetric
kernel with nonnegative entries and every real positive semidefinite density matrix in the grid
basis if and only if `|a| ≤ 1`. -/
theorem admissible_exchange_fraction_iff (a : ℝ) :
    (∀ (n : ℕ) (v D : Matrix (Fin n) (Fin n) ℝ), v.IsSymm → (∀ x y, 0 ≤ v x y) →
      D.PosSemidef → (coulomb v D - a • exchange v D).PosSemidef) ↔ |a| ≤ 1 := by
  constructor
  · intro H
    -- two grid points that interact only with each other
    have hv : (!![0, 1; 1, 0] : Matrix (Fin 2) (Fin 2) ℝ).IsSymm :=
      Matrix.IsSymm.ext fun i j => by fin_cases i <;> fin_cases j <;> simp
    have h0 : ∀ i j, 0 ≤ (!![0, 1; 1, 0] : Matrix (Fin 2) (Fin 2) ℝ) i j := by
      intro i j
      fin_cases i <;> fin_cases j <;> simp
    refine abs_le_one_of_posSemidef hv (fun i => by fin_cases i <;> simp)
      (x := 0) (y := 1) (by simp) fun D hD => H 2 _ D hv h0 hD
  · intro ha n v D hv h0 hD
    exact hybrid_posSemidef hv h0 hD ha

end

end HybridExchangeFraction
```

```lean
#print axioms HybridExchangeFraction.hybrid_posSemidef_basis
#print axioms HybridExchangeFraction.fixed_kernel_iff
#print axioms HybridExchangeFraction.admissible_exchange_fraction_iff
```

```
'HybridExchangeFraction.hybrid_posSemidef_basis' depends on axioms: [propext, Classical.choice, Quot.sound]
'HybridExchangeFraction.fixed_kernel_iff' depends on axioms: [propext, Classical.choice, Quot.sound]
'HybridExchangeFraction.admissible_exchange_fraction_iff' depends on axioms: [propext, Classical.choice, Quot.sound]
```

## From the pair identity to the equivalence

The lemma `symm_of_posSemidef` extracts the symmetry of D, and `two_point_nonneg` is inequality (1). It evaluates the quadratic form on `Pi.single x s + Pi.single y t`, the vector supported on the two points, and replaces `D y x` by `D x y`.

In `hybrid_quadratic_form`, the step `e1` expands the matrix products into the first double sum for Q. The step `e2` exchanges the summation variables with `Finset.sum_comm` and then applies both symmetries. The step `e3` splits the symmetrised sum into these two equal parts, and `linarith` takes the average.

The theorem `hybrid_posSemidef` first checks that the matrix is symmetric. It then reduces the quadratic form to the sign of each bracket. The inequalities `p` and `q` are B(1) ≥ 0 and B(−1) ≥ 0 multiplied by 1 + a and 1 − a; their sum is 2B(a), from which `linarith` concludes. The basis-set version applies this result to ΦDΦᵀ, using Mathlib's lemmas that such products preserve positive semidefiniteness.

For necessity, `abs_le_one_of_posSemidef` uses the unnormalised vector `u`, equal to 1 at x and y and 0 elsewhere. Its density `vecMulVec u u` is twice the normalised one. The facts `hd` and `ho` read off the diagonal entries and the x,y entry of the hybrid matrix, while `hsx` and `hsy` evaluate the Coulomb sums, in which only the other occupied point contributes. The lemma `two_point_nonneg` is now applied to the hybrid matrix instead of the density, with amplitudes (1, 1) and (1, −1). The resulting values 2v(x,y)(1 ∓ a) are four times the normalised ones, and `nlinarith` uses v(x,y) > 0 to obtain the two bounds on a.

The theorem `fixed_kernel_iff` joins the two directions for one kernel. In `admissible_exchange_fraction_iff`, sufficiency is `hybrid_posSemidef` on `Fin n`. Necessity specialises the assumption to n = 2 and the kernel `!![0, 1; 1, 0]`, the two-site system of the opening with w = 1.
